# Commuting idempotents at distance below one are equal, with an application to purification limits

## Operators, norm and the McWeeny step

Operators are elements of a ring \(R\) with a submultiplicative norm, \(\|AB\|\le\|A\|\,\|B\|\); this is `NormedRing R`. Matrices with the spectral norm are the example to keep in mind. Neither completeness, finite dimension nor \(\|1\|=1\) is assumed. An idempotent is a \(P\) with \(P^2=P\), the condition obeyed by the one-particle density matrix of a single determinant in an orthonormal spin-orbital basis, whose occupations are 0 or 1. No adjoint or trace enters, so hermiticity and electron number are not imposed. `Commute A B` means \(AB=BA\).

In Lean 4 with Mathlib:

```lean
import Mathlib

open Filter Topology

namespace PurificationUniqueness
```

From a trial matrix \(X\), one McWeeny step gives \(f(X)=3X^2-2X^3\). The \(n\)-fold iterate \(f^{[n]}(X)\) is `mcWeeny^[n] X`, with \(f^{[0]}(X)=X\).

```lean
/-- One McWeeny purification step `X ↦ 3X² - 2X³`. -/
def mcWeeny {R : Type*} [Ring R] (X : R) : R := 3 * (X * X) - 2 * (X * X * X)
```

## The difference of commuting idempotents

Let \(P^2=P\), \(Q^2=Q\), \(PQ=QP\) and \(D=P-Q\). Then
\[D^2=P^2+Q^2-PQ-QP=P+Q-2PQ .\]
Multiplying by \(P-Q\) and using \(PQP=PQ\) and \(PQ^2=PQ\),
\[D^3=P^2+QP-2PQP-PQ-Q^2+2PQ^2=P+PQ-2PQ-PQ-Q+2PQ=D .\]
In `diff_cube`, `h2` is the square, `h3` and `h4` are the two product rules, and `noncomm_ring` expands the brackets while keeping the order of factors.

```lean
/-- The difference `D = P - Q` of two commuting idempotents satisfies `D³ = D`. -/
theorem diff_cube {R : Type*} [Ring R] {P Q : R} (hP : P * P = P) (hQ : Q * Q = Q)
    (hPQ : Commute P Q) : (P - Q) * (P - Q) * (P - Q) = P - Q := by
  have hc : Q * P = P * Q := hPQ.eq.symm
  -- the square is P + Q - 2PQ
  have h2 : (P - Q) * (P - Q) = P + Q - P * Q - P * Q := by
    calc (P - Q) * (P - Q) = P * P + Q * Q - P * Q - Q * P := by noncomm_ring
      _ = P + Q - P * Q - P * Q := by rw [hP, hQ, hc]
  have h3 : P * Q * P = P * Q := by rw [mul_assoc, hc, ← mul_assoc, hP]
  have h4 : P * Q * Q = P * Q := by rw [mul_assoc, hQ]
  calc (P - Q) * (P - Q) * (P - Q) = (P + Q - P * Q - P * Q) * (P - Q) := by rw [h2]
    _ = P * P + Q * P - P * Q * P - P * Q * P - P * Q - Q * Q + P * Q * Q + P * Q * Q := by
        noncomm_ring
    _ = P - Q := by
        rw [h3, h4, hP, hQ, hc]
        abel
```

## The norm gap

If \(D^3=D\), submultiplicativity gives \(\|D\|\le\|D\|^3\) (`h1`). If also \(\|D\|<1\), then \(\|D\|^2<1\) (`h2`). For \(D\neq0\) this can be multiplied by \(\|D\|>0\), giving \(\|D\|^3<\|D\|\) (`h3`), a contradiction. Hence \(D=0\).

```lean
variable {R : Type*} [NormedRing R]

/-- An operator with `D³ = D` and norm below one vanishes. -/
theorem eq_zero_of_cube {D : R} (hD : D * D * D = D) (hn : ‖D‖ < 1) : D = 0 := by
  have h0 : 0 ≤ ‖D‖ := norm_nonneg D
  -- submultiplicativity gives ‖D‖ ≤ ‖D‖³
  have h1 : ‖D‖ ≤ ‖D‖ * ‖D‖ * ‖D‖ := by
    calc ‖D‖ = ‖D * D * D‖ := by rw [hD]
      _ ≤ ‖D * D‖ * ‖D‖ := norm_mul_le _ _
      _ ≤ ‖D‖ * ‖D‖ * ‖D‖ := mul_le_mul_of_nonneg_right (norm_mul_le _ _) h0
  have h2 : ‖D‖ * ‖D‖ < 1 := by nlinarith
  by_contra hne
  have hpos : 0 < ‖D‖ := norm_pos_iff.mpr hne
  have h3 := mul_lt_mul_of_pos_right h2 hpos
  linarith
```

Applied to \(D=P-Q\), the two lemmas show that commuting idempotents with \(\|P-Q\|<1\) are equal.

```lean
/-- Two commuting idempotents at distance less than one are equal. -/
theorem idempotent_eq_of_norm_lt_one {P Q : R} (hP : P * P = P) (hQ : Q * Q = Q)
    (hPQ : Commute P Q) (hn : ‖P - Q‖ < 1) : P = Q :=
  sub_eq_zero.mp (eq_zero_of_cube (diff_cube hP hQ hPQ) hn)
```

## Idempotents near a trial matrix

If \(\|P-X\|<\tfrac12\) and \(\|Q-X\|<\tfrac12\), then \(P-Q=(P-X)-(Q-X)\) gives
\[\|P-Q\|\le\|P-X\|+\|Q-X\|<1 ,\]
so \(P=Q\), provided \(PQ=QP\). The triangle inequality is `norm_sub_le`. For Hermitian \(X\) and \(P\) that commute, in the spectral norm, the radius condition says that each trial occupation differs by less than \(\tfrac12\) from the 0 or 1 that \(P\) assigns to the same orbital, so none sits at the dividing value \(\tfrac12\); this spectral reading is commentary, since the theorems use only the norm inequality.

```lean
/-- Two commuting idempotents, each within distance less than `1/2` of a trial density
matrix `X`, are equal. -/
theorem idempotent_eq_of_near_trial {X P Q : R} (hP : P * P = P) (hQ : Q * Q = Q)
    (hPQ : Commute P Q) (hPX : ‖P - X‖ < 1 / 2) (hQX : ‖Q - X‖ < 1 / 2) : P = Q := by
  apply idempotent_eq_of_norm_lt_one hP hQ hPQ
  have h : P - Q = (P - X) - (Q - X) := by abel
  have h1 := norm_sub_le (P - X) (Q - X)
  rw [h]
  linarith
```

## Commutation passes to the limit

The hypothesis `hPQ` does not follow from \(P\) and \(Q\) both commuting with \(X\): a multiple of the identity matrix commutes with every idempotent, and idempotents need not commute with each other. This example ignores the radius conditions. With them, commutation of both \(P\) and \(Q\) with \(X\) already forces \(P=Q\), by an argument not formalised here: \(A=P-PQ\) commutes with \(X\) and obeys \(PA=A\), \(AQ=0\), so \(A=(P-X)A+A(X-Q)\) and \(\|A\|\le(\|P-X\|+\|Q-X\|)\|A\|\), which gives \(A=0\); the same argument gives \(Q-PQ=0\). The route formalised below instead obtains `hPQ` from \(P\) being a limit of operators that commute with \(Q\). Let \(Y_0,Y_1,\dots\) converge in norm to \(P\), written `Tendsto Y atTop (𝓝 P)`, with \(Y_nQ=QY_n\) for all \(n\). Multiplication is continuous, so \(Y_nQ\to PQ\) (`h1`) and \(QY_n\to QP\) (`h2`). The two sequences are identical (`h3`), and `tendsto_nhds_unique` gives \(PQ=QP\).

```lean
/-- An operator commuting with every term of a convergent sequence commutes with its limit. -/
theorem commute_limit {Y : ℕ → R} {P Q : R} (hlim : Tendsto Y atTop (𝓝 P))
    (hc : ∀ n, Commute (Y n) Q) : Commute P Q := by
  have h1 : Tendsto (fun n => Y n * Q) atTop (𝓝 (P * Q)) := hlim.mul_const Q
  have h2 : Tendsto (fun n => Q * Y n) atTop (𝓝 (Q * P)) := hlim.const_mul Q
  have h3 : (fun n => Y n * Q) = fun n => Q * Y n := funext fun n => (hc n).eq
  rw [h3] at h1
  exact tendsto_nhds_unique h1 h2
```

## Uniqueness for a convergent sequence

The trial matrix is now \(Y_0\). Suppose \(Y_n\to P\), \(P^2=P\) and \(\|P-Y_0\|<\tfrac12\). Every idempotent \(Q\) that commutes with all \(Y_n\) and has \(\|Q-Y_0\|<\tfrac12\) then equals \(P\). The sequence is arbitrary, so it may come from any purification scheme whose run meets these hypotheses. Convergence, idempotency of the limit and its distance from \(Y_0\) are assumed, not proved. The distance condition can fail in a successful run: a scheme that fixes the electron number may fill an orbital whose trial occupation is below \(\tfrac12\), and the limit is then more than \(\tfrac12\) away from \(Y_0\) in the spectral norm. The proof feeds `commute_limit` into `idempotent_eq_of_near_trial`.

```lean
/-- Let iterates `Y n` converge to an idempotent `P` within distance less than `1/2` of the
trial matrix `Y 0`. Then every idempotent that commutes with all iterates and lies within
distance less than `1/2` of `Y 0` equals `P`. -/
theorem purified_limit_unique {Y : ℕ → R} {P Q : R} (hlim : Tendsto Y atTop (𝓝 P))
    (hP : P * P = P) (hPX : ‖P - Y 0‖ < 1 / 2)
    (hQ : Q * Q = Q) (hc : ∀ n, Commute (Y n) Q) (hQX : ‖Q - Y 0‖ < 1 / 2) : Q = P :=
  (idempotent_eq_of_near_trial hP hQ (commute_limit hlim hc) hPX hQX).symm
```

## McWeeny iterates

If \(Q\) commutes with an operator \(Z\), it commutes with \(Z^2\) and \(Z^3\) (`h2`, `h3`), hence with \(f(Z)\), which `he` writes as \(Z^2+Z^2+Z^2-(Z^3+Z^3)\). Induction on \(n\), with \(Z=f^{[n]}(X)\), shows that \(XQ=QX\) implies \(f^{[n]}(X)\,Q=Q\,f^{[n]}(X)\). No norm is needed here.

```lean
/-- An operator commuting with the trial matrix `X` commutes with all its McWeeny iterates. -/
theorem commute_mcWeeny_iterate {S : Type*} [Ring S] {X Q : S} (h : Commute X Q) (n : ℕ) :
    Commute (mcWeeny^[n] X) Q := by
  induction n with
  | zero => exact h
  | succ n ih =>
    rw [Function.iterate_succ_apply']
    generalize mcWeeny^[n] X = Z at ih ⊢
    -- the step is a sum of powers of Z, each commuting with Q
    have h2 : Commute (Z * Z) Q := ih.mul_left ih
    have h3 : Commute (Z * Z * Z) Q := h2.mul_left ih
    have he : mcWeeny Z = Z * Z + Z * Z + Z * Z - (Z * Z * Z + Z * Z * Z) := by
      unfold mcWeeny
      noncomm_ring
    rw [he]
    exact ((h2.add_left h2).add_left h2).sub_left (h3.add_left h3)
```

With \(Y_n=f^{[n]}(X)\), commutation with \(X\) alone is therefore enough. Idempotency of the limit stays a hypothesis, `hP`; in \(\mathbb R\) the iterates of \(\tfrac12\) are constant, because \(f(\tfrac12)=\tfrac34-\tfrac14=\tfrac12\), and converge to a value that is not idempotent. For independent-electron density matrices and exact, untruncated multiplication, the theorem says that if the limit is idempotent and at distance less than \(\tfrac12\) from \(X\), then every idempotent in that open ball that commutes with \(X\) equals the limit. That the limit itself commutes with \(X\) is not part of the statement; it follows from `commute_limit` and `commute_mcWeeny_iterate` with \(X\) in the place of \(Q\). The thresholding of small elements in linear-scaling codes changes the iteration and is not modelled.

```lean
/-- If the McWeeny iterates of `X` converge to an idempotent `P` with `‖P - X‖ < 1/2`, then
every idempotent commuting with `X` and within distance less than `1/2` of `X` equals `P`. -/
theorem mcWeeny_limit_unique {X P Q : R}
    (hlim : Tendsto (fun n => mcWeeny^[n] X) atTop (𝓝 P))
    (hP : P * P = P) (hPX : ‖P - X‖ < 1 / 2)
    (hQ : Q * Q = Q) (hc : Commute X Q) (hQX : ‖Q - X‖ < 1 / 2) : Q = P :=
  purified_limit_unique (Y := fun n => mcWeeny^[n] X) hlim hP hPX hQ
    (commute_mcWeeny_iterate hc) hQX
```

## One orbital and the sharp radius

The smallest physical case is a single orbital, \(R=\mathbb R\), where the norm is the absolute value and the idempotents are the empty and filled occupations 0 and 1. They commute, they differ, and
\[\left|1-\tfrac12\right|=\left|0-\tfrac12\right|=\tfrac12 .\]
At half filling both lie on the boundary, so `idempotent_eq_of_near_trial` fails if its two strict inequalities are relaxed to \(\le\tfrac12\).

```lean
/-- The radius `1/2` is sharp: the distinct commuting idempotents `1` and `0` of `ℝ` both lie
at distance exactly `1/2` from the trial value `1/2`. -/
theorem radius_sharp :
    (1 : ℝ) * 1 = 1 ∧ (0 : ℝ) * 0 = 0 ∧ Commute (1 : ℝ) 0 ∧
      ‖(1 : ℝ) - 1 / 2‖ = 1 / 2 ∧ ‖(0 : ℝ) - 1 / 2‖ = 1 / 2 ∧ (1 : ℝ) ≠ 0 := by
  refine ⟨by norm_num, by norm_num, Commute.all _ _, ?_, ?_, one_ne_zero⟩
  · rw [Real.norm_eq_abs, abs_of_pos] <;> norm_num
  · rw [Real.norm_eq_abs, abs_of_neg] <;> norm_num
```

## A two-level example

The ring \(\mathbb R\times\mathbb R\) with componentwise product represents diagonal \(2\times2\) matrices, and its norm \(\|(a,b)\|=\max(|a|,|b|)\) is their spectral norm. Take the occupations
\[Y_n=\left(1-\tfrac14 2^{-n},\ \tfrac14 2^{-n}\right),\qquad Y_0=\left(\tfrac34,\tfrac14\right).\]
This is a geometric sequence, not the McWeeny iteration.

```lean
/-- A sequence of two-level diagonal density matrices with occupations
`(1 - 2⁻ⁿ/4, 2⁻ⁿ/4)`. -/
noncomputable def twoLevel (n : ℕ) : ℝ × ℝ := (1 - 1 / 4 * (1 / 2) ^ n, 1 / 4 * (1 / 2) ^ n)
```

Since \(2^{-n}\to0\) (`h0`), \(Y_n\to(1,0)\), which is idempotent and commutes with every term because the ring is commutative. Also \((1,0)-Y_0=(\tfrac14,-\tfrac14)\) has norm \(\tfrac14<\tfrac12\), checked componentwise through `Prod.norm_def`. The assumptions of `purified_limit_unique` are thus met with \(P=Q=(1,0)\).

```lean
/-- The two-level sequence converges to the idempotent `(1, 0)`, which commutes with all its
terms and lies within distance less than `1/2` of the first term. -/
theorem purified_limit_witness :
    Tendsto twoLevel atTop (𝓝 (1, 0)) ∧ ((1, 0) : ℝ × ℝ) * (1, 0) = (1, 0) ∧
      (∀ n, Commute (twoLevel n) (1, 0)) ∧ ‖((1, 0) : ℝ × ℝ) - twoLevel 0‖ < 1 / 2 := by
  refine ⟨?_, by simp, fun n => Commute.all _ _, ?_⟩
  · have h0 : Tendsto (fun n : ℕ => (1 / 2 : ℝ) ^ n) atTop (𝓝 0) :=
      tendsto_pow_atTop_nhds_zero_of_lt_one (by norm_num) (by norm_num)
    have h1 := h0.const_mul (1 / 4 : ℝ)
    rw [mul_zero] at h1
    have h2 := h1.const_sub (1 : ℝ)
    rw [sub_zero] at h2
    exact h2.prodMk_nhds h1
  · have h : ((1, 0) : ℝ × ℝ) - twoLevel 0 = (1 / 4, -(1 / 4)) := by
      ext <;> simp [twoLevel]
    rw [h, Prod.norm_def, max_lt_iff]
    constructor
    · show ‖(1 / 4 : ℝ)‖ < 1 / 2
      rw [Real.norm_eq_abs, abs_of_pos] <;> norm_num
    · show ‖(-(1 / 4) : ℝ)‖ < 1 / 2
      rw [Real.norm_eq_abs, abs_of_neg] <;> norm_num

end PurificationUniqueness
```

```lean
#print axioms PurificationUniqueness.idempotent_eq_of_norm_lt_one
#print axioms PurificationUniqueness.mcWeeny_limit_unique
#print axioms PurificationUniqueness.radius_sharp
```

```
'PurificationUniqueness.idempotent_eq_of_norm_lt_one' depends on axioms: [propext, Classical.choice, Quot.sound]
'PurificationUniqueness.mcWeeny_limit_unique' depends on axioms: [propext, Classical.choice, Quot.sound]
'PurificationUniqueness.radius_sharp' depends on axioms: [propext, Classical.choice, Quot.sound]
```
